# For a finite downward cascade with branching matrix $B$, $(1-B)^{-1}$ is a finite sum of powers of $B$, and each of its columns sums to one over the terminal levels

Excite a three-level atom to its top level. Suppose that this level decays to the bottom with probability $1/3$ and to the middle with probability $2/3$, and that the middle level always decays to the bottom. If only direct decays are counted, the atom reaches the bottom level one time in three, and two thirds of the probability are missing. They arrive by way of the middle level.

Counting every chain of decays repairs this. Let $B_{ij}$ be the probability that a decay of level $j$ lands in level $i$. Then $(B^k)_{ij}$ is the probability of being in $i$ after exactly $k$ decays from $j$, and the sum over $k$ is the cascade matrix $C$. If decays only go down and each level either never decays or has branching probabilities that sum to one, then $C=(1-B)^{-1}$ and no probability is lost. This is the bookkeeping behind cascade contributions to emission lines, in a model with finitely many levels, fixed branching ratios and spontaneous emission only.

## Levels, branching and rates

```lean
import Mathlib

open Matrix Finset

namespace RadiativeCascade

noncomputable section

variable {n : ℕ}
```

The number of levels is $n$, an arbitrary natural number. Braces in `{n : ℕ}` mean that Lean works out $n$ from the context.

```lean
/-- Branching matrix of a radiative cascade: `B i j` is the probability that a decay of level `j`
lands in level `i`. Decays only go down, and each column sums to one or is zero. -/
structure IsBranching (B : Matrix (Fin n) (Fin n) ℝ) : Prop where
  nonneg : ∀ i j, 0 ≤ B i j
  downward : ∀ i j, j ≤ i → B i j = 0
  column : ∀ j, (∀ i, B i j = 0) ∨ ∑ i, B i j = 1
```

The type `Fin n` contains the labels $0,1,\dots,n-1$, which we read as levels in order of increasing energy. A `Matrix (Fin n) (Fin n) ℝ` is a real $n\times n$ matrix. Its column index is the initial level and its row index the final one.

`IsBranching B` is a proposition with three parts:

- `nonneg`: $B_{ij}\ge 0$.
- `downward`: $B_{ij}=0$ whenever $j\le i$, so every decay lowers the index.
- `column`: column $j$ is either entirely zero or sums to one.

The last condition says that if a level can decay to a listed level, then all its decays end in listed levels. Partial loss to a continuum, for example by autoionisation, would violate it unless an extra level were added to collect the loss. A level that decays only to the continuum would need the same extra level, since otherwise its column would be zero and it would be treated as one that never decays. Because $B$ depends only on the present level, the atom is also assumed to keep no memory of how it got there.

```lean
/-- The terminal levels: those with no outgoing decay. -/
def terminalLevels (B : Matrix (Fin n) (Fin n) ℝ) : Finset (Fin n) :=
  Finset.univ.filter (fun j => ∀ i, B i j = 0)
```

A level is terminal if its column of $B$ vanishes. The ground level is one; a metastable level whose decay is neglected is another. We write $T$ for this set.

```lean
/-- The cascade matrix: the sum over decay chains of `0, 1, ..., n - 1` steps. -/
def cascade (B : Matrix (Fin n) (Fin n) ℝ) : Matrix (Fin n) (Fin n) ℝ :=
  ∑ k ∈ Finset.range n, B ^ k
```

This defines
$$C=\sum_{k=0}^{n-1}B^k .$$
`Finset.range n` is the set $\{0,\dots,n-1\}$. Since an atom that only moves down visits a level at most once, $C_{ij}$ can be read as the probability that an atom starting in $j$ is ever in $i$.

```lean
/-- The branching matrix built from Einstein coefficients `A i j` for emission `j → i`: each is
divided by the total decay rate of level `j`, and the column is zero if that rate vanishes. -/
def branchingOfRates (A : Matrix (Fin n) (Fin n) ℝ) : Matrix (Fin n) (Fin n) ℝ :=
  Matrix.of fun i j => if ∑ k, A k j = 0 then 0 else A i j / ∑ k, A k j
```

Here `A i j` is the Einstein coefficient for spontaneous emission $j\to i$; many tables write the initial level first. With $\Gamma_j=\sum_k A_{kj}$, the definition is $B_{ij}=A_{ij}/\Gamma_j$ if $\Gamma_j\neq0$, and $B_{ij}=0$ otherwise. The sum $\Gamma_j$ is the total decay rate of level $j$ only if $A$ contains every decay of that level. A decay left out goes unnoticed, because every nonzero column of $B$ is normalised to one in any case.

## Every chain of decays ends

```lean
/-- A chain of `k` decays cannot connect level `j` to level `i` if `j` lies fewer than `k`
levels above `i`. -/
theorem pow_apply_eq_zero {B : Matrix (Fin n) (Fin n) ℝ} (hB : IsBranching B) (k : ℕ) :
    ∀ i j : Fin n, (j : ℕ) < i + k → (B ^ k) i j = 0 := by
  induction k with
  | zero =>
    intro i j h
    have hij : i ≠ j := by
      rintro rfl
      omega
    rw [pow_zero, Matrix.one_apply_ne hij]
  | succ k ih =>
    intro i j h
    rw [pow_succ, Matrix.mul_apply]
    refine Finset.sum_eq_zero fun l _ => ?_
    by_cases hl : l < j
    · have hl' : (l : ℕ) < j := hl
      rw [ih i l (by omega), zero_mul]
    · rw [hB.downward l j (not_lt.mp hl), mul_zero]
```

The statement is $(B^k)_{ij}=0$ whenever $j<i+k$: $k$ decays need a drop of at least $k$ levels. The name `hB` stands for the assumption that $B$ is a branching matrix.

The proof is by induction on $k$. For $k=0$ we have $j<i$, so $(B^0)_{ij}=\delta_{ij}=0$. For the next step, write
$$(B^{k+1})_{ij}=\sum_l (B^k)_{il}B_{lj}$$
and assume $j<i+k+1$. If $l<j$, then $l<i+k$, and the first factor vanishes by the induction hypothesis `ih`. If $l\ge j$, the second factor vanishes because decays go down. In Lean, `by_cases` makes this split and `omega` settles the integer inequalities.

```lean
/-- The cascade matrix inverts `1 - B`. -/
theorem one_sub_mul_cascade {B : Matrix (Fin n) (Fin n) ℝ} (hB : IsBranching B) :
    (1 - B) * cascade B = 1 := by
  -- there is no chain of `n` decays
  have hn : B ^ n = 0 := by
    ext i j
    have hj := j.isLt
    exact pow_apply_eq_zero hB n i j (by omega)
  rw [cascade, mul_neg_geom_sum, hn, sub_zero]
```

Every level satisfies $j<n\le i+n$, so the previous theorem gives $B^n=0$. The sum then telescopes:
$$(1-B)C=\sum_{k=0}^{n-1}B^k-\sum_{k=1}^{n}B^k=1-B^n=1 .$$
The Mathlib lemma `mul_neg_geom_sum` is this telescoping identity.

## Signs and diagonal

```lean
/-- The entries of the cascade matrix are nonnegative. -/
theorem cascade_nonneg {B : Matrix (Fin n) (Fin n) ℝ} (hB : IsBranching B) (i j : Fin n) :
    0 ≤ cascade B i j := by
  have hp : ∀ k : ℕ, ∀ a b : Fin n, 0 ≤ (B ^ k) a b := by
    intro k
    induction k with
    | zero =>
      intro a b
      rw [pow_zero, Matrix.one_apply]
      split_ifs <;> norm_num
    | succ k ih =>
      intro a b
      rw [pow_succ, Matrix.mul_apply]
      exact Finset.sum_nonneg fun l _ => mul_nonneg (ih a l) (hB.nonneg l b)
  rw [cascade, Matrix.sum_apply]
  exact Finset.sum_nonneg fun k _ => hp k i j
```

Every power of $B$ has nonnegative entries: $B^0$ is the identity, and each entry of $B^{k+1}=B^kB$ is a sum of products of nonnegative numbers. The inner statement `hp` records this by induction. Summing over $k$ gives $C_{ij}\ge0$.

```lean
/-- The diagonal entries of the cascade matrix are one. -/
theorem cascade_diag {B : Matrix (Fin n) (Fin n) ℝ} (hB : IsBranching B) (i : Fin n) :
    cascade B i i = 1 := by
  rw [cascade, Matrix.sum_apply, Finset.sum_eq_single 0]
  · rw [pow_zero, Matrix.one_apply_eq]
  · intro k _ hk
    exact pow_apply_eq_zero hB k i i (by omega)
  · intro h
    have hi := i.isLt
    exact absurd (Finset.mem_range.mpr (by omega)) h
```

For $k\ge1$ we have $i<i+k$, so $(B^k)_{ii}=0$: an atom that has decayed does not return. Only $k=0$ contributes, and $C_{ii}=1$. `Finset.sum_eq_single 0` reduces the sum to that term, after which Lean asks for proofs that the other terms vanish and that $0$ is in the range of summation.

## All probability reaches the terminal levels

```lean
/-- From every starting level `j`, the cascade entries over the terminal levels sum to one. -/
theorem sum_terminal_cascade {B : Matrix (Fin n) (Fin n) ℝ} (hB : IsBranching B) (j : Fin n) :
    ∑ i ∈ terminalLevels B, cascade B i j = 1 := by
  -- the column sums of `1 - B` single out the terminal levels
  have hcol : ∀ i, ∑ k, (1 - B) k i = if i ∈ terminalLevels B then (1 : ℝ) else 0 := by
    intro i
    have h1 : ∑ k, (1 - B) k i = 1 - ∑ k, B k i := by
      simp [Matrix.sub_apply, Finset.sum_sub_distrib, Matrix.one_apply]
    rw [h1]
    split_ifs with h
    · have hz : ∀ k, B k i = 0 := (Finset.mem_filter.mp h).2
      rw [Finset.sum_eq_zero fun k _ => hz k, sub_zero]
    · rcases hB.column i with hz | hs
      · exact absurd (Finset.mem_filter.mpr ⟨Finset.mem_univ i, hz⟩) h
      · rw [hs, sub_self]
  calc ∑ i ∈ terminalLevels B, cascade B i j
      = ∑ i, (∑ k, (1 - B) k i) * cascade B i j := by
        simp only [hcol, ite_mul, one_mul, zero_mul]
        rw [Finset.sum_ite_mem, Finset.univ_inter]
    _ = ∑ k, ((1 - B) * cascade B) k j := by
        simp only [Matrix.mul_apply, Finset.sum_mul]
        exact Finset.sum_comm
    _ = 1 := by
        rw [one_sub_mul_cascade hB]
        simp [Matrix.one_apply]
```

For every starting level $j$,
$$\sum_{i\in T}C_{ij}=1 .$$
For a terminal level $i$, $C_{ij}$ is the probability of ending there, so the atom is certain to end in some terminal level.

Start from the column sums of $1-B$:
$$s_i=\sum_k(1-B)_{ki}=1-\sum_kB_{ki}=\begin{cases}1,&i\in T,\\0,&i\notin T.\end{cases}$$
They pick out the terminal levels, so
$$\sum_{i\in T}C_{ij}=\sum_i s_iC_{ij}=\sum_k\sum_i(1-B)_{ki}C_{ij}=\sum_k\delta_{kj}=1 .$$
The statement `hcol` is the formula for $s_i$, and the `calc` block follows the second line, with `Finset.sum_comm` exchanging the two sums.

```lean
/-- For a branching matrix `B`, `1 - B` is invertible and its inverse is a finite sum of powers
of `B`, nonnegative with unit diagonal, whose entries over terminal levels sum to one in every
column. -/
theorem cascade_theorem {B : Matrix (Fin n) (Fin n) ℝ} (hB : IsBranching B) :
    IsUnit (1 - B) ∧ (1 - B)⁻¹ = ∑ k ∈ Finset.range n, B ^ k ∧
      (∀ i j, 0 ≤ (1 - B)⁻¹ i j) ∧ (∀ i, (1 - B)⁻¹ i i = 1) ∧
      ∀ j, ∑ i ∈ terminalLevels B, (1 - B)⁻¹ i j = 1 := by
  have h := one_sub_mul_cascade hB
  have hinv : (1 - B)⁻¹ = cascade B := Matrix.inv_eq_right_inv h
  refine ⟨⟨⟨1 - B, cascade B, h, mul_eq_one_comm.mp h⟩, rfl⟩, hinv, ?_⟩
  rw [hinv]
  exact ⟨cascade_nonneg hB, cascade_diag hB, sum_terminal_cascade hB⟩
```

This theorem collects the results, with `∧` meaning "and". `IsUnit (1 - B)` says that $1-B$ is invertible. Lean's `⁻¹` is defined for every square matrix, so this first clause guarantees that the symbol denotes a true inverse. The other clauses say that the inverse equals $\sum_{k<n}B^k$, has nonnegative entries and unit diagonal, and obeys the terminal sum rule.

We have shown $(1-B)C=1$. For square matrices a right inverse is also a left inverse, which is the content of `mul_eq_one_comm`. Hence $(1-B)^{-1}=C$, and the remaining clauses are the theorems above.

## Upper bound and steady feeding

```lean
/-- No entry of the cascade matrix exceeds one. -/
theorem cascade_le_one {B : Matrix (Fin n) (Fin n) ℝ} (hB : IsBranching B) (i j : Fin n) :
    cascade B i j ≤ 1 := by
  -- condition on the first decay: `C = 1 + C B`
  have hrec : cascade B = 1 + cascade B * B := by
    have h := mul_eq_one_comm.mp (one_sub_mul_cascade hB)
    rw [mul_sub, mul_one] at h
    exact sub_eq_iff_eq_add.mp h
  have key : ∀ m : ℕ, ∀ j : Fin n, (j : ℕ) = m → cascade B i j ≤ 1 := by
    intro m
    induction m using Nat.strong_induction_on with
    | _ m ih =>
      intro j hj
      by_cases hij : i = j
      · rw [← hij, cascade_diag hB]
      · rw [hrec, Matrix.add_apply, Matrix.one_apply_ne hij, zero_add, Matrix.mul_apply]
        have hle : ∑ k, cascade B i k * B k j ≤ ∑ k, B k j := by
          refine Finset.sum_le_sum fun k _ => ?_
          by_cases hk : k < j
          · have hk' : (k : ℕ) < j := hk
            exact mul_le_of_le_one_left (hB.nonneg k j) (ih k (by omega) k rfl)
          · rw [hB.downward k j (not_lt.mp hk), mul_zero]
        refine hle.trans ?_
        rcases hB.column j with hz | hs
        · rw [Finset.sum_eq_zero fun k _ => hz k]
          exact zero_le_one
        · exact hs.le
  exact key j j rfl
```

The probability reading of $C$ requires $C_{ij}\le1$. From $C(1-B)=1$ we get $C=1+CB$, which is `hrec` and separates off the first decay.

Fix $i$ and assume the bound for all starting levels below $j$. If $i=j$, then $C_{ij}=1$. If $i\ne j$, then
$$C_{ij}=\sum_kC_{ik}B_{kj}\le\sum_kB_{kj}\le1 .$$
Only levels $k<j$ contribute, so the induction hypothesis applies to each $C_{ik}$ that matters. The last sum is zero or one by the column condition. Lean uses strong induction, which makes the bound available for all lower levels at once.

```lean
/-- Feeding rates `F` balance direct pumping `p` plus decay from above exactly when they are the
cascade matrix applied to `p`. -/
theorem feeding_balance_iff {B : Matrix (Fin n) (Fin n) ℝ} (hB : IsBranching B)
    (p F : Fin n → ℝ) : F = p + B *ᵥ F ↔ F = cascade B *ᵥ p := by
  have h1 := one_sub_mul_cascade hB
  constructor
  · intro h
    have hp : (1 - B) *ᵥ F = p := by
      rw [Matrix.sub_mulVec, Matrix.one_mulVec]
      exact sub_eq_iff_eq_add.mpr h
    rw [← hp, Matrix.mulVec_mulVec, mul_eq_one_comm.mp h1, Matrix.one_mulVec]
  · intro h
    have hp : (1 - B) *ᵥ F = p := by
      rw [h, Matrix.mulVec_mulVec, h1, Matrix.one_mulVec]
    rw [Matrix.sub_mulVec, Matrix.one_mulVec] at hp
    exact sub_eq_iff_eq_add.mp hp
```

Let $p_i$ be the rate at which level $i$ is pumped directly, and $F_i$ the total rate at which atoms enter it. If each decaying level is in a steady state and loses atoms only through the decays in $B$, it decays as fast as it is fed, and
$$F_i=p_i+\sum_jB_{ij}F_j .$$
The theorem says that this holds exactly when $F=Cp$. The symbol `*ᵥ` is a matrix acting on a vector, and `↔` means "if and only if".

Moving $BF$ to the left gives $(1-B)F=p$; multiplying by $C$ gives $F=Cp$. Conversely, $F=Cp$ gives $(1-B)F=(1-B)Cp=p$, which is the balance again. The two bullets after `constructor` are these two directions. The algebra holds for all real vectors; physical pumping rates are nonnegative.

## From Einstein coefficients to a worked cascade

```lean
/-- Nonnegative Einstein coefficients for downward emission give a branching matrix. -/
theorem isBranching_of_rates {A : Matrix (Fin n) (Fin n) ℝ} (hA : ∀ i j, 0 ≤ A i j)
    (hdown : ∀ i j, j ≤ i → A i j = 0) : IsBranching (branchingOfRates A) where
  nonneg i j := by
    simp only [branchingOfRates, Matrix.of_apply]
    split_ifs
    · exact le_rfl
    · exact div_nonneg (hA i j) (Finset.sum_nonneg fun k _ => hA k j)
  downward i j hij := by
    simp [branchingOfRates, hdown i j hij]
  column j := by
    by_cases h : ∑ k, A k j = 0
    · left
      intro i
      simp [branchingOfRates, h]
    · right
      simp only [branchingOfRates, Matrix.of_apply, if_neg h]
      rw [← Finset.sum_div, div_self h]
```

If the coefficients are nonnegative and vanish unless the emission goes down, the normalised matrix satisfies `IsBranching`, so every theorem above applies to it. The three fields are checked in turn. Ratios of nonnegative numbers are nonnegative, and a vanishing $A_{ij}$ gives a vanishing $B_{ij}$. If $\Gamma_j=0$, column $j$ is zero by definition; otherwise
$$\sum_iB_{ij}=\frac{1}{\Gamma_j}\sum_iA_{ij}=1 .$$
The coefficients are input here and are not derived from transition dipoles. Absorption and collisions are absent, since they can move the atom upwards. Stimulated emission only moves it down, but it is left out too, because its rate depends on the light present.

```lean
/-- A three-level cascade whose top level decays to the bottom with probability `1/3` and to the
middle with probability `2/3`, together with its cascade matrix. -/
theorem cascade_witness :
    IsBranching (!![0, 1, 1/3; 0, 0, 2/3; 0, 0, 0] : Matrix (Fin 3) (Fin 3) ℝ) ∧
      cascade (!![0, 1, 1/3; 0, 0, 2/3; 0, 0, 0] : Matrix (Fin 3) (Fin 3) ℝ) =
        !![1, 1, 1; 0, 1, 2/3; 0, 0, 1] := by
  refine ⟨⟨?_, ?_, ?_⟩, ?_⟩
  · intro i j
    fin_cases i <;> fin_cases j <;> norm_num
  · intro i j h
    fin_cases i <;> fin_cases j <;> simp at h ⊢
  · intro j
    fin_cases j
    · left
      intro i
      fin_cases i <;> simp
    · right
      simp [Fin.sum_univ_succ]
    · right
      simp [Fin.sum_univ_succ]
      norm_num
  · ext i j
    fin_cases i <;> fin_cases j <;>
      simp [cascade, Finset.sum_range_succ, pow_two]
    norm_num

end

end RadiativeCascade
```

This is the atom from the beginning, with levels $0,1,2$:
$$B=\begin{pmatrix}0&1&1/3\\0&0&2/3\\0&0&0\end{pmatrix},\qquad C=\begin{pmatrix}1&1&1\\0&1&2/3\\0&0&1\end{pmatrix}.$$
The only two-step chain is $2\to1\to0$, so the only nonzero entry of $B^2$ is $(B^2)_{02}=1\cdot\tfrac23$. Therefore
$$C_{02}=\tfrac13+\tfrac23=1,$$
and the missing two thirds are recovered. The entry $C_{12}=2/3$ is the probability of passing through the middle level. In Lean, `fin_cases` runs through the index values, and `simp` and `norm_num` do the arithmetic.

```lean
#print axioms RadiativeCascade.cascade_theorem
-- 'RadiativeCascade.cascade_theorem' depends on axioms: [propext, Classical.choice, Quot.sound]
#print axioms RadiativeCascade.cascade_le_one
-- 'RadiativeCascade.cascade_le_one' depends on axioms: [propext, Classical.choice, Quot.sound]
#print axioms RadiativeCascade.feeding_balance_iff
-- 'RadiativeCascade.feeding_balance_iff' depends on axioms: [propext, Classical.choice, Quot.sound]
#print axioms RadiativeCascade.isBranching_of_rates
-- 'RadiativeCascade.isBranching_of_rates' depends on axioms: [propext, Classical.choice, Quot.sound]
```
